# A weighted momentum shift on a ring is normal exactly when all its weights have equal modulus

## Can a band on a ring have an orthonormal basis of eigenstates of projected position?

On a ring of \(N\) cells the cell index \(X\) is only defined modulo \(N\), so I replace it by the unitary \(Z=e^{-2\pi iX/N}\) and project that onto one band. I hoped for an orthonormal basis of localised eigenstates, but I am told that this fails once the overlaps between the orbital parts of normalised Bloch states at neighbouring momenta differ in modulus. Can someone derive this carefully and show a machine-checked proof?

## Unequal overlap moduli exclude such a basis, because the projected operator is then not normal

Your choice fixes the model once a basis is named. Take \(|k,\alpha\rangle=N^{-1/2}\sum_R e^{2\pi ikR/N}|R,\alpha\rangle\), with cell \(R\), orbital \(\alpha\) and momentum label \(k\in\mathbb Z_N\). With every orbital placed at its cell origin, \(Z|k+1,\alpha\rangle=|k,\alpha\rangle\), so on components \((Z\psi)(k,\alpha)=\psi(k+1,\alpha)\). The file takes this shift as the definition of \(Z\); real space and the Fourier transform do not appear in it.

Let \(u_k\) be the orbital part of the Bloch state at \(k\), and \(J\) the matrix with these states as columns, \(J_{(k,\alpha),l}=\delta_{kl}u_k(\alpha)\). Then
\[
(J^\dagger ZJ)_{kl}=\sum_\alpha \overline{u_k(\alpha)}\,\delta_{k+1,l}\,u_{k+1}(\alpha)=m_k\,\delta_{k+1,l},\qquad m_k=\langle u_k,u_{k+1}\rangle .
\]
For arbitrary complex \(m_k\), call this matrix \(M\), so \((Mv)_k=m_kv_{k+1}\). Row \(i\) has its one possible nonzero entry in column \(i+1\), and column \(i\) has it in row \(i-1\), hence
\[
(MM^\dagger)_{ij}=|m_i|^2\delta_{ij},\qquad (M^\dagger M)_{ij}=|m_{i-1}|^2\delta_{ij}.
\]
These agree, which is what it means for \(M\) to be normal, exactly when \(|m_{k+1}|=|m_k|\) for all \(k\), and stepping from \(0\) round the ring turns this into equality of all moduli. If \(AU=UD\) for a square matrix \(A\), a unitary \(U\) and a diagonal \(D\), then \(A=UDU^\dagger\) and \(AA^\dagger=UDD^\dagger U^\dagger=UD^\dagger DU^\dagger=A^\dagger A\). One unequal pair of moduli therefore excludes such a \(U\) for \(A=J^\dagger ZJ\).

Suppose instead that all \(|m_k|^2\) equal \(c\). Then \(M^\dagger M=c\,1\) and \(\langle Mx,My\rangle=c\langle x,y\rangle\). Let \(Mv=av\), \(Mw=bw\) with \(\langle v,w\rangle\neq0\). Both vectors are nonzero, so \(\bar aa=\bar bb=\bar ab=c\) and \(\bar a(a-b)=0\). Either \(a=b\) directly, or \(a=0\), which forces \(c=0\) and \(b=0\). Different eigenvalues thus give orthogonal eigenvectors.

In the file, `ZMod N` with `NeZero N` is the ring with \(N\ge1\), the finite type `n` labels orbitals (in `normal_of_orthonormal_eigenbasis` it instead indexes the rows and columns of an arbitrary square matrix), and `hop m`, `expPos`, `blochFrame u`, `overlap u` and `projExpPos u` are \(M\), \(Z\), \(J\), \(m_k\) and \(J^\dagger ZJ\). The inner product `star (u k) ⬝ᵥ u (k + 1)` conjugates its first slot. Indexing by `ZMod N` builds in the periodic gauge, so the last overlap is \(\langle u_{N-1},u_0\rangle\). The \(u_k\) are not assumed normalised, and only for normalised \(u_k\) is \(J^\dagger ZJ\) the projected operator in an orthonormal basis of the band.

In Lean 4 with Mathlib:

```lean
import Mathlib

open Matrix
open scoped ComplexOrder

namespace ProjectedPositionRing

noncomputable section

variable {N : ℕ} [NeZero N] {n : Type*} [Fintype n] [DecidableEq n]

/-- The weighted momentum shift on a ring of `N` momenta: the entry `(k, k+1)` is `m k`
and all other entries vanish. -/
def hop (m : ZMod N → ℂ) : Matrix (ZMod N) (ZMod N) ℂ :=
  Matrix.of fun k l => if k + 1 = l then m k else 0

/-- The exponentiated position in the (momentum, orbital) basis: it shifts the momentum
by one step of the ring and leaves the orbital unchanged. -/
def expPos (N : ℕ) (n : Type*) [DecidableEq n] : Matrix (ZMod N × n) (ZMod N × n) ℂ :=
  Matrix.of fun p q => if q = (p.1 + 1, p.2) then 1 else 0

/-- The matrix whose column `l` is the Bloch state of momentum `l` with orbital part `u l`. -/
def blochFrame (u : ZMod N → n → ℂ) : Matrix (ZMod N × n) (ZMod N) ℂ :=
  Matrix.of fun p l => if p.1 = l then u p.1 p.2 else 0

/-- The overlap `⟨u k, u (k+1)⟩` of the orbital parts at neighbouring momenta. -/
def overlap (u : ZMod N → n → ℂ) (k : ZMod N) : ℂ :=
  star (u k) ⬝ᵥ u (k + 1)

/-- The matrix elements of the exponentiated position between the Bloch states of the band. -/
def projExpPos (u : ZMod N → n → ℂ) : Matrix (ZMod N) (ZMod N) ℂ :=
  (blochFrame u)ᴴ * (expPos N n * blochFrame u)

/-- The weighted shift acts as `(M v) k = m k * v (k+1)`. -/
theorem hop_mulVec (m v : ZMod N → ℂ) (k : ZMod N) :
    (hop m *ᵥ v) k = m k * v (k + 1) := by
  simp [hop, mulVec, dotProduct]

/-- The projected exponentiated position is the weighted shift whose weights are the
neighbouring Bloch overlaps. -/
theorem projExpPos_eq_hop (u : ZMod N → n → ℂ) : projExpPos u = hop (overlap u) := by
  -- the exponentiated position shifts the momentum label of the frame
  have hZ : ∀ p l, (expPos N n * blochFrame u) p l = blochFrame u (p.1 + 1, p.2) l := by
    intro p l
    simp [mul_apply, expPos]
  ext k l
  rw [projExpPos, mul_apply, Fintype.sum_prod_type, Finset.sum_eq_single k]
  · simp only [hZ]
    by_cases h : k + 1 = l
    · subst h
      simp [blochFrame, hop, overlap, dotProduct]
    · simp [blochFrame, hop, h]
  · intro b _ hb
    simp [blochFrame, hb]
  · simp

/-- `M Mᴴ` is diagonal with entries `|m k|²`. -/
theorem hop_mul_adjoint (m : ZMod N → ℂ) :
    hop m * (hop m)ᴴ = diagonal fun k => ((‖m k‖ ^ 2 : ℝ) : ℂ) := by
  ext i j
  rw [mul_apply, Finset.sum_eq_single (i + 1)]
  · by_cases h : i = j
    · subst h
      simp [hop, Complex.mul_conj, Complex.normSq_eq_norm_sq]
    · have h' : ¬ j + 1 = i + 1 := fun e => h (add_right_cancel e).symm
      simp [hop, h', diagonal_apply_ne _ h]
  · intro b _ hb
    simp [hop, Ne.symm hb]
  · simp

/-- `Mᴴ M` is diagonal with entries `|m (k-1)|²`. -/
theorem adjoint_mul_hop (m : ZMod N → ℂ) :
    (hop m)ᴴ * hop m = diagonal fun k => ((‖m (k - 1)‖ ^ 2 : ℝ) : ℂ) := by
  ext i j
  rw [mul_apply, Finset.sum_eq_single (i - 1)]
  · by_cases h : i = j
    · subst h
      rw [mul_comm]
      simp [hop, Complex.mul_conj, Complex.normSq_eq_norm_sq]
    · simp [hop, h]
  · intro b _ hb
    have h' : ¬ b + 1 = i := fun e => hb (eq_sub_of_add_eq e)
    simp [hop, h']
  · simp

/-- The weighted shift commutes with its adjoint exactly when neighbouring weights have
equal modulus. -/
theorem normal_iff_neighbours (m : ZMod N → ℂ) :
    hop m * (hop m)ᴴ = (hop m)ᴴ * hop m ↔ ∀ k, ‖m (k + 1)‖ = ‖m k‖ := by
  rw [hop_mul_adjoint, adjoint_mul_hop, diagonal_eq_diagonal_iff]
  constructor
  · intro h k
    have h1 : ‖m (k + 1)‖ ^ 2 = ‖m (k + 1 - 1)‖ ^ 2 := Complex.ofReal_injective (h (k + 1))
    rw [add_sub_cancel_right] at h1
    exact (sq_eq_sq₀ (norm_nonneg _) (norm_nonneg _)).1 h1
  · intro h k
    have h1 := h (k - 1)
    rw [sub_add_cancel] at h1
    exact congrArg (fun r : ℝ => ((r ^ 2 : ℝ) : ℂ)) h1

/-- The weighted shift on a ring commutes with its adjoint exactly when all weights have
the same modulus. -/
theorem normal_iff_equal_moduli (m : ZMod N → ℂ) :
    hop m * (hop m)ᴴ = (hop m)ᴴ * hop m ↔ ∀ k l, ‖m k‖ = ‖m l‖ := by
  rw [normal_iff_neighbours]
  refine ⟨fun h => ?_, fun h k => h _ _⟩
  -- every momentum is reached from zero by finitely many steps
  have step : ∀ j : ℕ, ‖m (j : ZMod N)‖ = ‖m 0‖ := by
    intro j
    induction j with
    | zero => rw [Nat.cast_zero]
    | succ j ih => rw [Nat.cast_succ, h, ih]
  have all : ∀ k, ‖m k‖ = ‖m 0‖ := by
    intro k
    have h1 := step k.val
    rwa [ZMod.natCast_zmod_val] at h1
  intro k l
  rw [all k, all l]

/-- A matrix whose eigenvectors form the columns of a unitary matrix commutes with
its adjoint. -/
theorem normal_of_orthonormal_eigenbasis (A U : Matrix n n ℂ) (d : n → ℂ)
    (hU : U ∈ unitaryGroup n ℂ) (h : A * U = U * diagonal d) : A * Aᴴ = Aᴴ * A := by
  have h1 : U * Uᴴ = 1 := mem_unitaryGroup_iff.1 hU
  have h2 : Uᴴ * U = 1 := mul_eq_one_comm.1 h1
  have hA : A = U * diagonal d * Uᴴ := by rw [← h, mul_assoc, h1, mul_one]
  have hD : diagonal d * (diagonal d)ᴴ = (diagonal d)ᴴ * diagonal d := by
    rw [diagonal_conjTranspose, diagonal_mul_diagonal, diagonal_mul_diagonal,
      diagonal_eq_diagonal_iff]
    intro i
    exact mul_comm _ _
  generalize diagonal d = D at hA hD
  subst hA
  calc U * D * Uᴴ * (U * D * Uᴴ)ᴴ = U * (D * (Uᴴ * U) * Dᴴ) * Uᴴ := by
        simp only [conjTranspose_mul, conjTranspose_conjTranspose, mul_assoc]
    _ = U * (Dᴴ * (Uᴴ * U) * D) * Uᴴ := by rw [h2, mul_one, mul_one, hD]
    _ = (U * D * Uᴴ)ᴴ * (U * D * Uᴴ) := by
        simp only [conjTranspose_mul, conjTranspose_conjTranspose, mul_assoc]

/-- If two neighbouring Bloch overlaps differ in modulus, no unitary matrix has columns
that are all eigenvectors of the projected exponentiated position. -/
theorem no_orthonormal_eigenbasis (u : ZMod N → n → ℂ) (k : ZMod N)
    (hk : ‖overlap u (k + 1)‖ ≠ ‖overlap u k‖) :
    ¬ ∃ U ∈ unitaryGroup (ZMod N) ℂ, ∃ d : ZMod N → ℂ,
      projExpPos u * U = U * diagonal d := by
  rintro ⟨U, hU, d, h⟩
  rw [projExpPos_eq_hop] at h
  exact hk ((normal_iff_neighbours _).1 (normal_of_orthonormal_eigenbasis _ U d hU h) k)

/-- If all weights have the same modulus, eigenvectors of the weighted shift with
different eigenvalues are orthogonal. -/
theorem eigenvectors_orthogonal (m : ZMod N → ℂ) (hm : ∀ k l, ‖m k‖ = ‖m l‖)
    (v w : ZMod N → ℂ) (a b : ℂ) (hv : hop m *ᵥ v = a • v) (hw : hop m *ᵥ w = b • w)
    (hab : a ≠ b) : star v ⬝ᵥ w = 0 := by
  obtain ⟨c, hd⟩ : ∃ c : ℂ, (hop m)ᴴ * hop m = diagonal fun _ => c := by
    refine ⟨((‖m 0‖ ^ 2 : ℝ) : ℂ), ?_⟩
    rw [adjoint_mul_hop, diagonal_eq_diagonal_iff]
    intro k
    exact congrArg (fun r : ℝ => ((r ^ 2 : ℝ) : ℂ)) (hm _ _)
  -- the shift rescales every inner product by the same constant
  have key : ∀ x y : ZMod N → ℂ,
      star (hop m *ᵥ x) ⬝ᵥ (hop m *ᵥ y) = c * (star x ⬝ᵥ y) := by
    intro x y
    have hc : (diagonal fun _ : ZMod N => c) *ᵥ y = c • y := by
      ext i
      simp [mulVec_diagonal]
    rw [star_mulVec, ← dotProduct_mulVec, mulVec_mulVec, hd, hc, dotProduct_smul,
      smul_eq_mul]
  have eig : ∀ (x y : ZMod N → ℂ) (α β : ℂ), hop m *ᵥ x = α • x → hop m *ᵥ y = β • y →
      star x ⬝ᵥ y ≠ 0 → star α * β = c := by
    intro x y α β hx hy hxy
    have h1 := key x y
    rw [hx, hy, star_smul, smul_dotProduct, dotProduct_smul] at h1
    simp only [smul_eq_mul] at h1
    rw [← mul_assoc] at h1
    exact mul_right_cancel₀ hxy h1
  by_contra hne
  have hv0 : star v ⬝ᵥ v ≠ 0 := fun h =>
    hne (by simp [dotProduct_star_self_eq_zero.1 h])
  have hw0 : star w ⬝ᵥ w ≠ 0 := fun h =>
    hne (by simp [dotProduct_star_self_eq_zero.1 h])
  have e1 := eig v v a a hv hv hv0
  have e2 := eig w w b b hw hw hw0
  have e3 := eig v w a b hv hw hne
  have e4 : star a * (a - b) = 0 := by linear_combination e1 - e3
  rcases mul_eq_zero.1 e4 with h | h
  · have ha : a = 0 := star_eq_zero.1 h
    have hb : star b * b = 0 := by rw [e2, ← e1, h, zero_mul]
    rcases mul_eq_zero.1 hb with h' | h'
    · exact hab (ha.trans (star_eq_zero.1 h').symm)
    · exact hab (ha.trans h'.symm)
  · exact hab (sub_eq_zero.1 h)

/-- A two-orbital band on three momenta, with orbital parts `(1,0)`, `(1,0)`, `(3/5,4/5)`. -/
def blochEx : ZMod 3 → Fin 2 → ℂ :=
  fun k => if k = 2 then ![3 / 5, 4 / 5] else ![1, 0]

/-- The band `blochEx` is normalised, its first two overlaps are `1` and `3/5`, and no
unitary matrix diagonalises its projected exponentiated position. -/
theorem no_orthonormal_eigenbasis_witness :
    (∀ k, star (blochEx k) ⬝ᵥ blochEx k = 1) ∧ overlap blochEx 0 = 1 ∧
      overlap blochEx 1 = 3 / 5 ∧
      ¬ ∃ U ∈ unitaryGroup (ZMod 3) ℂ, ∃ d : ZMod 3 → ℂ,
        projExpPos blochEx * U = U * diagonal d := by
  have e0 : blochEx 0 = ![1, 0] := by unfold blochEx; exact if_neg (by decide)
  have e1 : blochEx 1 = ![1, 0] := by unfold blochEx; exact if_neg (by decide)
  have e2 : blochEx (1 + 1) = ![3 / 5, 4 / 5] := by unfold blochEx; exact if_pos (by decide)
  have o0 : overlap blochEx 0 = 1 := by
    rw [overlap, zero_add, e0, e1]
    simp [dotProduct, Fin.sum_univ_two]
  have o1 : overlap blochEx 1 = 3 / 5 := by
    rw [overlap, e1, e2]
    simp [dotProduct, Fin.sum_univ_two]
  refine ⟨fun k => ?_, o0, o1, no_orthonormal_eigenbasis _ 0 ?_⟩
  · by_cases hk : k = 2
    · norm_num [blochEx, hk, dotProduct, Fin.sum_univ_two, map_ofNat]
    · simp [blochEx, hk, dotProduct, Fin.sum_univ_two]
  · rw [zero_add, o0, o1]
    norm_num

end

end ProjectedPositionRing
```

```lean
#print axioms ProjectedPositionRing.hop_mulVec
#print axioms ProjectedPositionRing.normal_iff_equal_moduli
#print axioms ProjectedPositionRing.no_orthonormal_eigenbasis
#print axioms ProjectedPositionRing.eigenvectors_orthogonal
```

```
'ProjectedPositionRing.hop_mulVec' depends on axioms: [propext, Classical.choice, Quot.sound]
'ProjectedPositionRing.normal_iff_equal_moduli' depends on axioms: [propext, Classical.choice, Quot.sound]
'ProjectedPositionRing.no_orthonormal_eigenbasis' depends on axioms: [propext, Classical.choice, Quot.sound]
'ProjectedPositionRing.eigenvectors_orthogonal' depends on axioms: [propext, Classical.choice, Quot.sound]
```

The main theorem `normal_iff_equal_moduli` says that \(MM^\dagger=M^\dagger M\) holds if and only if \(|m_k|=|m_l|\) for all \(k,l\). The theorem `no_orthonormal_eigenbasis` says that if \(|m_{k+1}|\neq|m_k|\) for one \(k\), no unitary \(U\) and vector \(d\) satisfy \(J^\dagger ZJ\,U=U\,\mathrm{diag}(d)\). Non-orthogonal eigenbases are not excluded. For equal moduli, `eigenvectors_orthogonal` gives orthogonality only; existence of a full eigenbasis is left unproved. At \(N=1\) the matrix is \((m_0)\) and `hk` cannot hold; at \(N=2\) it cannot either, since \(m_1=\overline{m_0}\). The example `blochEx` uses \(N=3\) with \(u_0=u_1=(1,0)\), \(u_2=(3/5,4/5)\), and `no_orthonormal_eigenbasis_witness` states normalisation, \(m_0=1\), \(m_1=3/5\) and the absence of \(U\).

The proofs follow the derivation. After `hop_mulVec` confirms the action on vectors, `projExpPos_eq_hop` shifts the row label of \(J\) in `hZ` and keeps only momentum \(k\) through `Finset.sum_eq_single k`. The same device, at `i + 1` in `hop_mul_adjoint` and at `i - 1` in `adjoint_mul_hop`, picks the single surviving term. In `normal_iff_neighbours` the diagonals are compared at `k + 1`, and `sq_eq_sq₀` removes the squares of non-negative numbers. The walk round the ring is the induction `step` over natural numbers, carried to each \(k\) through `k.val`. The `calc` block in `normal_of_orthonormal_eigenbasis` cancels \(U^\dagger U\) in the middle and swaps \(D\) with \(D^\dagger\) by `hD`; contraposition then gives `no_orthonormal_eigenbasis`, which the example applies at \(k=0\). In `eigenvectors_orthogonal`, `key` is the rescaling of inner products, `e1`, `e2`, `e3` are the three expressions for \(c\), and `e4` is \(\bar a(a-b)=0\).

For a single band of non-interacting particles on a finite one-dimensional ring, this means that exactly diagonalising the projected \(Z\) cannot by itself deliver an orthonormal basis of Wannier-like states for the band when the overlap moduli vary. The remarks below are not theorems of the file. If \(X\) is instead the position \(R+\tau_\alpha\) of orbital \(\alpha\), in units of the cell length, \(Z\) acquires a phase \(e^{-2\pi i\tau_\alpha/N}\) and \(m_k=\sum_\alpha\overline{u_k(\alpha)}\,e^{-2\pi i\tau_\alpha/N}u_{k+1}(\alpha)\). The matrix is still a weighted shift, so only the identification of the weights would need redoing. In a tight-binding calculation with orthonormal orbitals at the cell origins and a position operator taken as diagonal in them, the \(m_k\) are inner products of normalised eigenvectors at neighbouring points of the momentum mesh, and when none of them vanishes the discretised Berry phase is \(-\operatorname{Im}\ln\prod_k m_k\). If every \(m_k\) is nonzero, replacing each by \(m_k/|m_k|\) keeps that phase and sets all moduli to one, which makes the shift unitary; unless the moduli were already one, the result is no longer the projection of \(Z\) onto the band.
